# Secular dipolar coupling D_z averaged over a full turn about x is −D_x/2, and evolving under this average for 2t undoes D_x for t

In a strong static field along z, like spins are coupled by the secular dipolar Hamiltonian $D_z$, written in the frame rotating at their Larmor frequency. A strong resonant radiofrequency field along x of that frame is represented here by its effect on average: $D_z$ is rotated about x, averaged over one full turn, and the average is used as a constant Hamiltonian. This stands for precession about x much faster than the dipolar couplings. The rotation of the spins by the radiofrequency field itself is left out; after whole turns it is the identity up to a sign. The corrections at finite field strength are not treated.

In Lean 4 with Mathlib:

```lean
import Mathlib

open Matrix
open scoped Kronecker

namespace DipolarMagicEcho

noncomputable section

variable {n : Type*} [Fintype n] [DecidableEq n] {N : ℕ}
```

The spins are finite complex matrices $I_{ja}$, written `S j a`, with axes 0, 1, 2 for x, y, z and axis addition modulo 3. They satisfy $[I_{jx},I_{jy}]=iI_{jz}$ and its cyclic versions, and different spins commute. The spin quantum number is left open, and Hermiticity is not needed.

```lean
/-- Spin matrices `S j a` (spin `j`, axis `a = 0, 1, 2` for x, y, z) with the cyclic su(2)
relations on each spin, and commuting between different spins. -/
structure IsSpinSystem (S : Fin N → Fin 3 → Matrix n n ℂ) : Prop where
  su2 : ∀ j a, S j a * S j (a + 1) - S j (a + 1) * S j a = Complex.I • S j (a + 2)
  comm : ∀ j k, j ≠ k → ∀ a b, S j a * S k b = S k b * S j a
```

The total spin is $F_a=\sum_j I_{ja}$.

```lean
/-- The total spin component `F_a`. -/
def totalSpin (S : Fin N → Fin 3 → Matrix n n ℂ) (a : Fin 3) : Matrix n n ℂ := ∑ j, S j a
```

With $\mathbf I_j\cdot\mathbf I_k=\sum_a I_{ja}I_{ka}$, each pair contributes $P_a^{jk}=3I_{ja}I_{ka}-\mathbf I_j\cdot\mathbf I_k$.

```lean
/-- The pair operator `3 I_ja I_ka - I_j · I_k`. -/
def pairTerm (S : Fin N → Fin 3 → Matrix n n ℂ) (a : Fin 3) (j k : Fin N) : Matrix n n ℂ :=
  (3 : ℝ) • (S j a * S k a) - (S j 0 * S k 0 + S j 1 * S k 1 + S j 2 * S k 2)
```

Real couplings $d_{jk}$, in angular frequency units with $\hbar=1$, give $D_a=\sum_{j<k}d_{jk}P_a^{jk}$. Each $d_{jk}$ contains the distance between the two spins and the angle between the line joining them and the static field. The same couplings serve for all three axes, so $D_x$ is $D_z$ with its spin operators turned, not the secular coupling in a static field along x. For fewer than two spins the sum is empty and $D_a=0$.

```lean
/-- The dipolar Hamiltonian `D_a`, a sum over pairs `j < k` with couplings `d j k`. -/
def dipolar (d : Fin N → Fin N → ℝ) (S : Fin N → Fin 3 → Matrix n n ℂ) (a : Fin 3) :
    Matrix n n ℂ := ∑ j, ∑ k ∈ Finset.Ioi j, d j k • pairTerm S a j k
```

Rotation will also produce $M=\sum_{j<k}\tfrac32 d_{jk}(I_{jy}I_{kz}+I_{jz}I_{ky})$.

```lean
/-- The mixed y-z coupling, a sum over pairs of `(3/2) d_jk (I_jy I_kz + I_jz I_ky)`. -/
def mixedYZ (d : Fin N → Fin N → ℝ) (S : Fin N → Fin 3 → Matrix n n ℂ) : Matrix n n ℂ :=
  ∑ j, ∑ k ∈ Finset.Ioi j, d j k • ((3 / 2 : ℝ) • (S j 1 * S k 2 + S j 2 * S k 1))
```

The rotated operator is $e^{i\theta F}Xe^{-i\theta F}$, with matrix exponentials.

```lean
/-- The rotated operator `exp(iθF) X exp(-iθF)`. -/
def rotate (F : Matrix n n ℂ) (θ : ℝ) (X : Matrix n n ℂ) : Matrix n n ℂ :=
  NormedSpace.exp (θ • (Complex.I • F)) * X * NormedSpace.exp (-(θ • (Complex.I • F)))
```

Its average over a turn is $\frac1{2\pi}\int_0^{2\pi}(\cdots)\,d\theta$, taken for each matrix entry.

```lean
/-- The average of a matrix function of the angle over one full turn, entry by entry. -/
def turnAverage (M : ℝ → Matrix n n ℂ) : Matrix n n ℂ :=
  Matrix.of fun a b => (2 * Real.pi)⁻¹ • ∫ θ in (0 : ℝ)..(2 * Real.pi), M θ a b
```

## Each spin precesses about x

Since $A$ commutes with $-A$, $e^Ae^{-A}=e^0=1$.

```lean
/-- The exponential of a matrix times the exponential of its negative is the identity. -/
theorem exp_mul_exp_neg (A : Matrix n n ℂ) :
    NormedSpace.exp A * NormedSpace.exp (-A) = 1 := by
  rw [← Matrix.exp_add_of_commute _ _ (Commute.refl A).neg_right, add_neg_cancel,
    NormedSpace.exp_zero]
```

Suppose $[G,Z]=Y$ and $[G,Y]=-Z$, and put $R(\theta)=\cos\theta\,Z+\sin\theta\,Y$. Then $R'=-\sin\theta\,Z+\cos\theta\,Y=[G,R]$, so
$$\frac{d}{d\theta}\left(e^{-\theta G}Re^{\theta G}\right)=e^{-\theta G}(-GR+[G,R]+RG)e^{\theta G}=0.$$
The bracket keeps its value $Z$ at $\theta=0$, hence $e^{\theta G}Ze^{-\theta G}=R(\theta)$. In the proof, `hR` is the equation for $R'$, `alg` the cancellation, and `const` the conserved value.

```lean
/-- If the commutator with `G` turns `Z` into `Y` and `Y` into `-Z`, then conjugation by
`exp(θG)` takes `Z` to `cos θ Z + sin θ Y`. -/
theorem precession {G Y Z : Matrix n n ℂ} (hZ : G * Z - Z * G = Y)
    (hY : G * Y - Y * G = -Z) (θ : ℝ) :
    NormedSpace.exp (θ • G) * Z * NormedSpace.exp (-(θ • G))
      = Real.cos θ • Z + Real.sin θ • Y := by
  have alg : ∀ E E' R : Matrix n n ℂ,
      (E * -G * R + E * (G * R - R * G)) * E' + E * R * (G * E') = 0 := by
    intro E E' R
    noncomm_ring
  have hR : ∀ u : ℝ, -Real.sin u • Z + Real.cos u • Y
      = G * (Real.cos u • Z + Real.sin u • Y) - (Real.cos u • Z + Real.sin u • Y) * G := by
    intro u
    simp only [mul_add, add_mul, mul_smul_comm, smul_mul_assoc]
    rw [sub_eq_iff_eq_add.1 hZ, sub_eq_iff_eq_add.1 hY]
    module
  -- undoing the rotation of the precessing operator gives a constant
  have const : NormedSpace.exp (θ • (-G)) * (Real.cos θ • Z + Real.sin θ • Y)
      * NormedSpace.exp (θ • G) = Z := by
    open scoped Matrix.Norms.Operator in
    have h4 : ∀ u : ℝ, HasDerivAt (fun u : ℝ => NormedSpace.exp (u • (-G))
        * (Real.cos u • Z + Real.sin u • Y) * NormedSpace.exp (u • G)) 0 u := by
      intro u
      have h1 := hasDerivAt_exp_smul_const (-G) u
      have h2 := hasDerivAt_exp_smul_const' G u
      have h3 := ((Real.hasDerivAt_cos u).smul_const Z).fun_add
        ((Real.hasDerivAt_sin u).smul_const Y)
      rw [hR u] at h3
      exact ((h1.fun_mul h3).fun_mul h2).congr_deriv (alg _ _ _)
    open scoped Matrix.Norms.Operator in
    have h5 := is_const_of_deriv_eq_zero (fun u => (h4 u).differentiableAt)
      (fun u => (h4 u).deriv) θ 0
    refine h5.trans ?_
    simp
  have e1 := exp_mul_exp_neg (θ • G)
  rw [smul_neg] at const
  calc _ = NormedSpace.exp (θ • G) * (NormedSpace.exp (-(θ • G))
        * (Real.cos θ • Z + Real.sin θ • Y) * NormedSpace.exp (θ • G))
        * NormedSpace.exp (-(θ • G)) := by rw [const]
    _ = (NormedSpace.exp (θ • G) * NormedSpace.exp (-(θ • G)))
        * (Real.cos θ • Z + Real.sin θ • Y)
        * (NormedSpace.exp (θ • G) * NormedSpace.exp (-(θ • G))) := by
      simp only [mul_assoc]
    _ = _ := by rw [e1, one_mul, mul_one]
```

Other spins drop out of the commutator: $[F_x,I_{ja}]=\sum_k[I_{kx},I_{ja}]=[I_{jx},I_{ja}]$.

```lean
omit [DecidableEq n] in
/-- The commutator of `F_x` with a component of spin `j` is that of `I_jx` alone. -/
theorem totalSpin_comm {S : Fin N → Fin 3 → Matrix n n ℂ} (h : IsSpinSystem S)
    (j : Fin N) (a : Fin 3) :
    totalSpin S 0 * S j a - S j a * totalSpin S 0 = S j 0 * S j a - S j a * S j 0 := by
  rw [totalSpin, Finset.sum_mul, Finset.mul_sum, ← Finset.sum_sub_distrib]
  exact Finset.sum_eq_single j (fun k _ hk => sub_eq_zero.2 (h.comm k j hk 0 a))
    (fun hj => absurd (Finset.mem_univ j) hj)
```

With $G=iF_x$, this gives $[G,I_{jz}]=i(-iI_{jy})=I_{jy}$ and $[G,I_{jy}]=i(iI_{jz})=-I_{jz}$. Therefore
$$I_{jx}\to I_{jx},\quad I_{jy}\to\cos\theta\,I_{jy}-\sin\theta\,I_{jz},\quad I_{jz}\to\cos\theta\,I_{jz}+\sin\theta\,I_{jy}.$$
The commutators are `gz` and `gy`; `precession` is applied once for z and once for y.

```lean
/-- Under rotation generated by `F_x`, each spin keeps its x component while its y and z
components turn into each other through the angle `θ`. -/
theorem rotate_spin {S : Fin N → Fin 3 → Matrix n n ℂ} (h : IsSpinSystem S)
    (θ : ℝ) (j : Fin N) :
    rotate (totalSpin S 0) θ (S j 0) = S j 0 ∧
    rotate (totalSpin S 0) θ (S j 1) = Real.cos θ • S j 1 - Real.sin θ • S j 2 ∧
    rotate (totalSpin S 0) θ (S j 2) = Real.cos θ • S j 2 + Real.sin θ • S j 1 := by
  have gz : (Complex.I • totalSpin S 0) * S j 2 - S j 2 * (Complex.I • totalSpin S 0)
      = S j 1 := by
    rw [smul_mul_assoc, mul_smul_comm, ← smul_sub, totalSpin_comm h, ← neg_sub,
      show S j 2 * S j 0 - S j 0 * S j 2 = Complex.I • S j 1 from h.su2 j 2,
      smul_neg, smul_smul, Complex.I_mul_I, neg_one_smul, neg_neg]
  have gy : (Complex.I • totalSpin S 0) * S j 1 - S j 1 * (Complex.I • totalSpin S 0)
      = -S j 2 := by
    rw [smul_mul_assoc, mul_smul_comm, ← smul_sub, totalSpin_comm h,
      show S j 0 * S j 1 - S j 1 * S j 0 = Complex.I • S j 2 from h.su2 j 0,
      smul_smul, Complex.I_mul_I, neg_one_smul]
  refine ⟨?_, ?_, precession gz gy θ⟩
  · have hc : Commute (totalSpin S 0) (S j 0) :=
      sub_eq_zero.1 (by rw [totalSpin_comm h, sub_self])
    have hE := ((hc.smul_left Complex.I).smul_left θ).exp_left
    rw [rotate, hE.eq, mul_assoc, exp_mul_exp_neg, mul_one]
  · have gz' : (Complex.I • totalSpin S 0) * (-S j 2) - (-S j 2) * (Complex.I • totalSpin S 0)
        = -S j 1 := by
      rw [mul_neg, neg_mul, ← gz]
      abel
    rw [rotate, precession gy gz' θ, smul_neg, sub_eq_add_neg]
```

## The average of the rotated coupling

A rotated product is the product of the rotated factors (`hmul`), and $\mathbf I_j\cdot\mathbf I_k$ is unchanged. With double-angle formulas, $P_z^{jk}$ becomes
$$\tfrac32(I_{jz}I_{kz}+I_{jy}I_{ky})-\mathbf I_j\cdot\mathbf I_k+\tfrac32\cos2\theta\,(I_{jz}I_{kz}-I_{jy}I_{ky})+\tfrac32\sin2\theta\,(I_{jy}I_{kz}+I_{jz}I_{ky}).$$
The constant part is $\tfrac12\mathbf I_j\cdot\mathbf I_k-\tfrac32I_{jx}I_{kx}=-\tfrac12P_x^{jk}$, and the cosine multiplies $\tfrac12(P_z^{jk}-P_y^{jk})$. Summing over pairs,
$$D_z\to-\tfrac12D_x+\tfrac12\cos2\theta\,(D_z-D_y)+\sin2\theta\,M.$$
The step `pair` proves the pair identity, which is then summed.

```lean
/-- The rotated `D_z` is `-D_x/2` plus terms oscillating at twice the rotation angle. -/
theorem rotate_dipolar {S : Fin N → Fin 3 → Matrix n n ℂ} (h : IsSpinSystem S)
    (d : Fin N → Fin N → ℝ) (θ : ℝ) :
    rotate (totalSpin S 0) θ (dipolar d S 2) = (-1 / 2 : ℝ) • dipolar d S 0
      + Real.cos (2 * θ) • ((1 / 2 : ℝ) • (dipolar d S 2 - dipolar d S 1))
      + Real.sin (2 * θ) • mixedYZ d S := by
  have hcc : Real.cos θ * Real.cos θ = 1 / 2 + Real.cos (2 * θ) / 2 := by
    rw [Real.cos_two_mul]; ring
  have hss : Real.sin θ * Real.sin θ = 1 / 2 - Real.cos (2 * θ) / 2 := by
    rw [Real.cos_two_mul]; linear_combination Real.sin_sq_add_cos_sq θ
  have hcs : Real.cos θ * Real.sin θ = Real.sin (2 * θ) / 2 := by
    rw [Real.sin_two_mul]; ring
  have hmul : ∀ A B, rotate (totalSpin S 0) θ (A * B)
      = rotate (totalSpin S 0) θ A * rotate (totalSpin S 0) θ B := by
    intro A B
    have e := exp_mul_exp_neg (-(θ • (Complex.I • totalSpin S 0)))
    rw [neg_neg] at e
    simp only [rotate, mul_assoc]
    rw [← mul_assoc (NormedSpace.exp (-(θ • (Complex.I • totalSpin S 0)))), e, one_mul]
  -- products of rotated components, in terms of the double angle
  have hzz : ∀ Y Z Y' Z' : Matrix n n ℂ,
      (Real.cos θ • Z + Real.sin θ • Y) * (Real.cos θ • Z' + Real.sin θ • Y')
      = (1 / 2 + Real.cos (2 * θ) / 2) • (Z * Z') + (Real.sin (2 * θ) / 2) • (Z * Y' + Y * Z')
        + (1 / 2 - Real.cos (2 * θ) / 2) • (Y * Y') := by
    intro Y Z Y' Z'
    rw [← hcc, ← hss, ← hcs]
    simp only [add_mul, mul_add, smul_mul_assoc, mul_smul_comm]
    module
  have pair : ∀ j k, rotate (totalSpin S 0) θ (pairTerm S 2 j k)
      = (-1 / 2 : ℝ) • pairTerm S 0 j k
        + Real.cos (2 * θ) • ((1 / 2 : ℝ) • (pairTerm S 2 j k - pairTerm S 1 j k))
        + Real.sin (2 * θ) • ((3 / 2 : ℝ) • (S j 1 * S k 2 + S j 2 * S k 1)) := by
    intro j k
    obtain ⟨jx, jy, jz⟩ := rotate_spin h θ j
    obtain ⟨kx, ky, kz⟩ := rotate_spin h θ k
    have lin : rotate (totalSpin S 0) θ (pairTerm S 2 j k)
        = (3 : ℝ) • rotate (totalSpin S 0) θ (S j 2 * S k 2)
          - (rotate (totalSpin S 0) θ (S j 0 * S k 0) + rotate (totalSpin S 0) θ (S j 1 * S k 1)
            + rotate (totalSpin S 0) θ (S j 2 * S k 2)) := by
      simp only [rotate, pairTerm, mul_sub, sub_mul, mul_add, add_mul, mul_smul_comm,
        smul_mul_assoc]
    have hyy := hzz (-S j 2) (S j 1) (-S k 2) (S k 1)
    simp only [smul_neg, ← sub_eq_add_neg, mul_neg, neg_mul, neg_neg] at hyy
    rw [lin, hmul, hmul, hmul, jx, jy, jz, kx, ky, kz, hzz, hyy]
    simp only [pairTerm]
    module
  simp only [rotate] at pair
  simp only [rotate, dipolar, mixedYZ, Finset.mul_sum, Finset.sum_mul, Finset.smul_sum,
    ← Finset.sum_sub_distrib, ← Finset.sum_add_distrib]
  refine Finset.sum_congr rfl fun j _ => Finset.sum_congr rfl fun k _ => ?_
  rw [mul_smul_comm, smul_mul_assoc, pair]
  module
```

Both oscillating terms integrate to zero over $[0,2\pi]$, which leaves $-D_x/2$. The integrals are `hc` and `hs`, and `key` applies them to one matrix entry.

```lean
/-- The average of `exp(iθF_x) D_z exp(-iθF_x)` over a full turn is `-D_x/2`. -/
theorem average_dipolar {S : Fin N → Fin 3 → Matrix n n ℂ} (h : IsSpinSystem S)
    (d : Fin N → Fin N → ℝ) :
    turnAverage (fun θ => rotate (totalSpin S 0) θ (dipolar d S 2))
      = (-1 / 2 : ℝ) • dipolar d S 0 := by
  have hc : ∫ θ in (0 : ℝ)..(2 * Real.pi), Real.cos (2 * θ) = 0 := by
    rw [intervalIntegral.integral_comp_mul_left (fun x => Real.cos x) two_ne_zero, integral_cos,
      Real.sin_two_mul, Real.sin_two_pi]
    simp
  have hs : ∫ θ in (0 : ℝ)..(2 * Real.pi), Real.sin (2 * θ) = 0 := by
    rw [intervalIntegral.integral_comp_mul_left (fun x => Real.sin x) two_ne_zero, integral_sin,
      Real.cos_two_mul (2 * Real.pi), Real.cos_two_pi]
    norm_num
  -- the oscillating terms integrate to zero
  have key : ∀ p q r : ℂ, (2 * Real.pi)⁻¹ • ∫ θ in (0 : ℝ)..(2 * Real.pi),
      (p + Real.cos (2 * θ) • q + Real.sin (2 * θ) • r) = p := by
    intro p q r
    rw [intervalIntegral.integral_add (Continuous.intervalIntegrable (by fun_prop) _ _)
        (Continuous.intervalIntegrable (by fun_prop) _ _),
      intervalIntegral.integral_add (Continuous.intervalIntegrable (by fun_prop) _ _)
        (Continuous.intervalIntegrable (by fun_prop) _ _),
      intervalIntegral.integral_const, intervalIntegral.integral_smul_const,
      intervalIntegral.integral_smul_const, hc, hs, zero_smul, zero_smul, add_zero, add_zero,
      sub_zero, smul_smul, inv_mul_cancel₀ (by positivity), one_smul]
  ext a b
  simp only [turnAverage, rotate_dipolar h, Matrix.of_apply, Matrix.add_apply, Matrix.smul_apply]
  exact key _ _ _
```

Two orientations a quarter turn apart suffice, whatever the first angle: $2\theta$ grows by $\pi$, so both oscillating terms change sign and cancel in the mean.

```lean
/-- Two orientations a quarter turn apart already average `D_z` to `-D_x/2`. -/
theorem two_point_average {S : Fin N → Fin 3 → Matrix n n ℂ} (h : IsSpinSystem S)
    (d : Fin N → Fin N → ℝ) (θ : ℝ) :
    (1 / 2 : ℝ) • (rotate (totalSpin S 0) θ (dipolar d S 2)
      + rotate (totalSpin S 0) (θ + Real.pi / 2) (dipolar d S 2))
      = (-1 / 2 : ℝ) • dipolar d S 0 := by
  rw [rotate_dipolar h, rotate_dipolar h, show 2 * (θ + Real.pi / 2) = 2 * θ + Real.pi by ring,
    Real.cos_add_pi, Real.sin_add_pi]
  module
```

## Reversing the evolution

The average is a multiple of $D_x$, so the exponentials commute and their exponents add:
$$e^{-itD_x}e^{-i\tau(-D_x/2)}=e^{-i(t-\tau/2)D_x}.$$

```lean
/-- Evolution under the averaged Hamiltonian for a time `τ` and under `D_x` for a time `t`
combine to evolution under `D_x` for the time `t - τ/2`. -/
theorem echo_residual {S : Fin N → Fin 3 → Matrix n n ℂ} (h : IsSpinSystem S)
    (d : Fin N → Fin N → ℝ) (t τ : ℝ) :
    NormedSpace.exp (-(t • (Complex.I • dipolar d S 0)))
      * NormedSpace.exp (-(τ • (Complex.I •
          turnAverage (fun θ => rotate (totalSpin S 0) θ (dipolar d S 2)))))
      = NormedSpace.exp (-((t - τ / 2) • (Complex.I • dipolar d S 0))) := by
  rw [average_dipolar h, smul_comm Complex.I (-1 / 2 : ℝ)]
  generalize Complex.I • dipolar d S 0 = X
  have e : -(τ • ((-1 / 2 : ℝ) • X)) = (τ / 2) • X := by module
  rw [e, ← Matrix.exp_add_of_commute _ _
    (((Commute.refl X).smul_left t).smul_right (τ / 2)).neg_left]
  congr 1
  module
```

At $\tau=2t$ the exponent vanishes.

```lean
/-- Evolution under `D_x` for a time `t` is undone by evolution under the turn-averaged `D_z` for a
time `2t`. -/
theorem magic_echo {S : Fin N → Fin 3 → Matrix n n ℂ} (h : IsSpinSystem S)
    (d : Fin N → Fin N → ℝ) (t : ℝ) :
    NormedSpace.exp (-(t • (Complex.I • dipolar d S 0)))
      * NormedSpace.exp (-((2 * t) • (Complex.I •
          turnAverage (fun θ => rotate (totalSpin S 0) θ (dipolar d S 2))))) = 1 := by
  rw [echo_residual h, show t - 2 * t / 2 = 0 by ring, zero_smul, neg_zero, NormedSpace.exp_zero]
```

This is the refocusing behind the magic echo of solid-state NMR, for an idealised Hamiltonian with dipolar couplings only. In the experiment, pulses around the radiofrequency burst relate the free evolution under $D_z$ to $D_x$; here evolution under $D_x$ is put in directly.

## Two spins-1/2

The explicit matrices are half the Pauli matrices.

```lean
/-- The spin-1/2 matrices, half the Pauli matrices. -/
def halfPauli : Fin 3 → Matrix (Fin 2) (Fin 2) ℂ :=
  ![!![0, 1 / 2; 1 / 2, 0], !![0, -Complex.I / 2; Complex.I / 2, 0], !![1 / 2, 0; 0, -1 / 2]]
```

Kronecker products with the identity place them on two spins.

```lean
/-- Two spins-1/2 on the four-dimensional product space. -/
def twoSpins : Fin 2 → Fin 3 → Matrix (Fin 2 × Fin 2) (Fin 2 × Fin 2) ℂ :=
  ![fun a => halfPauli a ⊗ₖ 1, fun a => 1 ⊗ₖ halfPauli a]
```

Take $d_{01}=1$ and $t=1$, with both spins along $+x$. There $I_{0x}I_{1x}$ and $\mathbf I_0\cdot\mathbf I_1$ both equal $\tfrac14$, so $D_x=\tfrac34-\tfrac14=\tfrac12$ and the first phase factor is $e^{-i/2}$. The averaged Hamiltonian has the value $-\tfrac14$ and acts for time 2, giving $e^{+i/2}$. The product is 1.

The spin relations are checked entry by entry for one spin, then carried to the pair by $(A\otimes B)(C\otimes D)=AC\otimes BD$.

```lean
/-- Two spins-1/2 satisfy the spin relations. -/
theorem isSpinSystem_witness : IsSpinSystem twoSpins := by
  have hp : ∀ a, halfPauli a * halfPauli (a + 1) - halfPauli (a + 1) * halfPauli a
      = Complex.I • halfPauli (a + 2) := by
    intro a
    fin_cases a <;> ext i j <;> fin_cases i <;> fin_cases j <;> apply Complex.ext <;>
      simp [halfPauli] <;> norm_num
  constructor
  · intro j a
    fin_cases j
    · change halfPauli a ⊗ₖ 1 * halfPauli (a + 1) ⊗ₖ 1 - halfPauli (a + 1) ⊗ₖ 1 * halfPauli a ⊗ₖ 1
        = Complex.I • (halfPauli (a + 2) ⊗ₖ (1 : Matrix (Fin 2) (Fin 2) ℂ))
      rw [← Matrix.mul_kronecker_mul, ← Matrix.mul_kronecker_mul, ← Matrix.smul_kronecker, ← hp a]
      ext x y
      simp [Matrix.kroneckerMap_apply, sub_mul]
    · change 1 ⊗ₖ halfPauli a * 1 ⊗ₖ halfPauli (a + 1) - 1 ⊗ₖ halfPauli (a + 1) * 1 ⊗ₖ halfPauli a
        = Complex.I • ((1 : Matrix (Fin 2) (Fin 2) ℂ) ⊗ₖ halfPauli (a + 2))
      rw [← Matrix.mul_kronecker_mul, ← Matrix.mul_kronecker_mul, ← Matrix.kronecker_smul, ← hp a]
      ext x y
      simp [Matrix.kroneckerMap_apply, mul_sub]
  · intro j k hjk a b
    fin_cases j <;> fin_cases k <;>
      first
      | exact absurd rfl hjk
      | simp [twoSpins, ← Matrix.mul_kronecker_mul]

end

end DipolarMagicEcho
```

```lean
#print axioms DipolarMagicEcho.average_dipolar
#print axioms DipolarMagicEcho.two_point_average
#print axioms DipolarMagicEcho.magic_echo
```

```
'DipolarMagicEcho.average_dipolar' depends on axioms: [propext, Classical.choice, Quot.sound]
'DipolarMagicEcho.two_point_average' depends on axioms: [propext, Classical.choice, Quot.sound]
'DipolarMagicEcho.magic_echo' depends on axioms: [propext, Classical.choice, Quot.sound]
```
